# For a Hamiltonian with pair interactions only, a floor $e$ on the energy of $m-1$ fermions gives the floor $e\,m/(m-2)$ for $m\ge 3$ fermions

## Does scaling by the number of pairs give a true lower bound?

Without a lower bound, my variational energy for $m$ fermions may lie far above the ground state, and its value alone does not tell me so. I do know the exact lowest energy $e$ of the same Hamiltonian for $m-1$ fermions, and the Hamiltonian contains only pair interactions. Since $m$ particles form $m(m-1)/2$ pairs and $m-1$ particles form $(m-1)(m-2)/2$, I would guess that the energy is at least $e\,m/(m-2)$.

I don't trust the guess, though. If I remove one particle from an $m$-particle state, what remains is usually not an eigenstate of the Hamiltonian, and moving fermion operators past each other produces signs. Is the scaled energy a bound or only an estimate?

## It does, because removing each particle in turn counts every pair $m-2$ times

It is a bound. The remainders need not be eigenstates, since the floor $e$ applies to every $(m-1)$-particle vector, and the signs cancel in pairs.

Let $a_p$ annihilate a fermion in mode $p$, for finitely many modes, and let $c_p$ be its adjoint, the creator. (Many textbooks use $c_p$ for the annihilator.) They satisfy
$$a_pa_q+a_qa_p=0,\qquad a_pc_q+c_qa_p=\delta_{pq}.$$
The particle number and the Hamiltonian are
$$N=\sum_p c_pa_p,\qquad H=\sum_{pqrs}w_{pqrs}\,c_pc_qa_sa_r.$$

**Creators anticommute.** For all vectors $x,y$,
$$\langle c_pc_qx,y\rangle=\langle x,a_qa_py\rangle=-\langle x,a_pa_qy\rangle=-\langle c_qc_px,y\rangle.$$

**An annihilator removes one particle.** From the two relations,
$$c_pa_pa_s=-c_pa_sa_p=a_sc_pa_p-\delta_{sp}a_p.$$
Summing over $p$ gives $Na_s=a_sN-a_s$. If $Nv=mv$, then $N(a_sv)=(m-1)\,a_sv$.

**Remove, interact, restore.** In $c_t(c_pc_qa_sa_r)a_t$, the operator $c_t$ moves right past two creators and $a_t$ moves left past two annihilators. Each passage gives two minus signs, so
$$\sum_t c_t(c_pc_qa_sa_r)a_t=c_pc_q\,N\,a_sa_r=c_pc_qa_sa_r(N-2),$$
where the last step uses $Na_s=a_sN-a_s$ twice. Hence $\sum_t c_tHa_t=H(N-2)$.

**Add up the remainders.** For a vector $v$ with $Nv=mv$,
$$\sum_t\|a_tv\|^2=\langle v,Nv\rangle=m\|v\|^2,$$
$$\sum_t\langle a_tv,Ha_tv\rangle=(m-2)\langle v,Hv\rangle.$$
Applying the floor to each $a_tv$ and summing, with real parts understood, gives
$$(m-2)\,\mathrm{Re}\langle v,Hv\rangle\ \ge\ e\,m\,\|v\|^2.$$
For $\|v\|=1$ and $m\ge3$, division by $m-2>0$ gives the bound. At $m=2$ the left side vanishes and nothing is learned about the energy.

### What the theorem says about modes, sectors and energies

In the Lean file below, `V` is any complex inner product space and `ι` is the finite set of modes. The operators have type `Module.End ℂ V`: they are linear maps defined on all of `V`, and `*` is composition. The structure `IsCAR a c` holds the adjoint relation and the two anticommutation relations. Neither a vacuum nor a Fock-space construction is assumed.

A particle sector is an eigenspace of `number a c`. The hypothesis `floor` says that `e * ‖u‖ ^ 2 ≤ energy (pairH a c w) u` for every `u` with $Nu=(m-1)u$; for normalised `u` this is the usual energy floor. The theorem `hall_post` concludes that `e * m / ((m : ℝ) - 2)` is at most the energy of every unit vector with $Nv=mv$.

The coefficients `w` are arbitrary complex numbers, and any conventional factor $\tfrac12$ is absorbed in them. Self-adjointness is not required, because `energy` is the real part of $\langle v,Hv\rangle$. For a self-adjoint $H$ and a unit vector $v$ it is the ordinary expectation value.

The name Hall-Post usually refers to Hamiltonians with kinetic energy, often after the centre-of-mass motion has been removed. `pairH` has no separate one-body term, so applying the theorem to real electrons takes one further step. On the $m$-particle sector, a one-body operator $\sum h_{pr}c_pa_r$ equals $\frac{1}{m-1}\sum h_{pr}c_pc_qa_qa_r$, which has the required form. On $m-1$ particles this same pair operator is only $\frac{m-2}{m-1}$ times the one-body operator, so $e$ must be computed with the one-body part multiplied by that factor.

In electronic-structure work within a finite orbital basis, the bound supplies a lower limit to set beside a variational upper limit, provided that the Hamiltonian has been brought to this two-body form. The lower limit holds for the lowest energy in that basis, which may lie above the energy in a complete basis. The number $e$ must itself be a true floor for $m-1$ particles, such as the lowest energy from full diagonalisation of this two-body form in the same basis. A variational estimate may be too high to serve.

```lean
import Mathlib

open Finset

namespace FermionHallPost

noncomputable section

variable {ι V : Type*} [Fintype ι] [DecidableEq ι]
  [NormedAddCommGroup V] [InnerProductSpace ℂ V]

/-- Fermionic modes: annihilators `a p` and their adjoints `c p` obey the canonical
anticommutation relations. -/
structure IsCAR (a c : ι → Module.End ℂ V) : Prop where
  adj : ∀ p x y, inner ℂ (c p x) y = inner ℂ x (a p y)
  anti : ∀ p q, a p * a q + a q * a p = 0
  mixed : ∀ p q, a p * c q + c q * a p = if p = q then 1 else 0

omit [DecidableEq ι] in
/-- The particle-number operator `N = ∑ c_p a_p`. -/
def number (a c : ι → Module.End ℂ V) : Module.End ℂ V := ∑ p, c p * a p

omit [DecidableEq ι] in
/-- The two-body Hamiltonian `∑ w_pqrs c_p c_q a_s a_r`. -/
def pairH (a c : ι → Module.End ℂ V) (w : ι → ι → ι → ι → ℂ) : Module.End ℂ V :=
  ∑ p, ∑ q, ∑ r, ∑ s, w p q r s • (c p * c q * a s * a r)

/-- The real part of `⟨v, H v⟩`, with no division by the squared norm of `v`. -/
def energy (H : Module.End ℂ V) (v : V) : ℝ := (inner ℂ v (H v)).re

variable {a c : ι → Module.End ℂ V}

omit [Fintype ι] in
/-- Creation operators anticommute. -/
theorem create_anticomm (h : IsCAR a c) (p q : ι) : c p * c q = -(c q * c p) := by
  refine LinearMap.ext fun x => ext_inner_right ℂ fun y => ?_
  have e := LinearMap.congr_fun (h.anti q p) y
  simp only [LinearMap.add_apply, Module.End.mul_apply, LinearMap.zero_apply] at e
  simp only [LinearMap.neg_apply, Module.End.mul_apply, inner_neg_left, h.adj]
  rw [eq_neg_of_add_eq_zero_left e, inner_neg_right]

/-- An annihilator lowers the particle number by one: `N a_s = a_s N - a_s`. -/
theorem number_annihilate (h : IsCAR a c) (s : ι) :
    number a c * a s = a s * number a c - a s := by
  have key : ∀ p, c p * a p * a s = a s * (c p * a p) - (if s = p then a p else 0) := by
    intro p
    have h1 := h.anti p s
    have h2 := h.mixed s p
    split_ifs at h2 ⊢ <;>
      linear_combination (norm := noncomm_ring) c p * h1 - h2 * a p
  rw [number, Finset.sum_mul, Finset.mul_sum, Finset.sum_congr rfl (fun p _ => key p),
    Finset.sum_sub_distrib]
  simp

/-- Removing a particle, acting with the two-body Hamiltonian and restoring the particle,
summed over all modes, gives `H (N - 2)`. -/
theorem removal_identity (h : IsCAR a c) (w : ι → ι → ι → ι → ℂ) :
    ∑ t, c t * pairH a c w * a t = pairH a c w * (number a c - (2 : ℂ) • 1) := by
  have term : ∀ p q r s, ∑ t, c t * (c p * c q * a s * a r) * a t
      = c p * c q * a s * a r * (number a c - (2 : ℂ) • 1) := by
    intro p q r s
    -- each outer operator passes two operators of its own kind, so no sign is left
    have step : ∀ t, c t * (c p * c q * a s * a r) * a t
        = c p * c q * (c t * a t) * (a s * a r) := by
      intro t
      have hc : c t * c p * c q = c p * c q * c t := by
        linear_combination (norm := noncomm_ring)
          create_anticomm h t p * c q - c p * create_anticomm h t q
      have ha : a s * a r * a t = a t * a s * a r := by
        linear_combination (norm := noncomm_ring) a s * h.anti r t - h.anti s t * a r
      calc c t * (c p * c q * a s * a r) * a t
          = (c t * c p * c q) * (a s * a r * a t) := by simp only [mul_assoc]
        _ = c p * c q * (c t * a t) * (a s * a r) := by
            rw [hc, ha]; simp only [mul_assoc]
    rw [Finset.sum_congr rfl (fun t _ => step t), ← Finset.sum_mul, ← Finset.mul_sum]
    change c p * c q * number a c * (a s * a r) = _
    rw [two_smul]
    linear_combination (norm := noncomm_ring)
      (c p * c q) * number_annihilate h s * a r + (c p * c q * a s) * number_annihilate h r
  simp only [pairH, Finset.mul_sum, Finset.sum_mul, mul_smul_comm, smul_mul_assoc]
  rw [Finset.sum_comm]
  refine Finset.sum_congr rfl fun p _ => ?_
  rw [Finset.sum_comm]
  refine Finset.sum_congr rfl fun q _ => ?_
  rw [Finset.sum_comm]
  refine Finset.sum_congr rfl fun r _ => ?_
  rw [Finset.sum_comm]
  refine Finset.sum_congr rfl fun s _ => ?_
  rw [← Finset.smul_sum, term]

/-- If every `(m-1)`-particle vector has energy at least `e` per squared norm, then an
`m`-particle vector `v` satisfies `e m ‖v‖² ≤ (m - 2) Re ⟨v, H v⟩`. -/
theorem removal_bound (h : IsCAR a c) (w : ι → ι → ι → ι → ℂ) (m : ℕ) (e : ℝ)
    (floor : ∀ u, number a c u = ((m : ℂ) - 1) • u → e * ‖u‖ ^ 2 ≤ energy (pairH a c w) u)
    (v : V) (hv : number a c v = (m : ℂ) • v) :
    e * m * ‖v‖ ^ 2 ≤ ((m : ℝ) - 2) * energy (pairH a c w) v := by
  have adj' : ∀ t x y, inner ℂ (a t x) y = inner ℂ x (c t y) := fun t x y => by
    rw [← inner_conj_symm, ← h.adj, inner_conj_symm]
  have nsq : ∀ x : V, ‖x‖ ^ 2 = (inner ℂ x x).re := fun x =>
    (inner_self_eq_norm_sq (𝕜 := ℂ) x).symm
  -- the squared norms of the vectors `a_t v` add up to `m` times the squared norm of `v`
  have hn : ∑ t, ‖a t v‖ ^ 2 = m * ‖v‖ ^ 2 := by
    have k : ∑ t, inner ℂ (a t v) (a t v) = ((m : ℝ) : ℂ) * inner ℂ v v := by
      calc _ = inner ℂ v (number a c v) := by
            rw [number, LinearMap.sum_apply, inner_sum]
            exact Finset.sum_congr rfl fun t _ => adj' t v _
        _ = _ := by rw [hv, inner_smul_right]; simp
    simp only [nsq]
    rw [← Complex.re_sum, k, Complex.re_ofReal_mul]
  -- their energies add up to `m - 2` times the energy of `v`
  have hE : ∑ t, energy (pairH a c w) (a t v) = ((m : ℝ) - 2) * energy (pairH a c w) v := by
    have k : ∑ t, inner ℂ (a t v) (pairH a c w (a t v))
        = (((m : ℝ) - 2 : ℝ) : ℂ) * inner ℂ v (pairH a c w v) := by
      calc _ = inner ℂ v ((∑ t, c t * pairH a c w * a t) v) := by
            rw [LinearMap.sum_apply, inner_sum]
            exact Finset.sum_congr rfl fun t _ => adj' t v _
        _ = _ := by
            have hs : (number a c - (2 : ℂ) • 1) v = (((m : ℝ) - 2 : ℝ) : ℂ) • v := by
              simp [hv, sub_smul]
            rw [removal_identity h, Module.End.mul_apply, hs, map_smul, inner_smul_right]
    simp only [energy]
    rw [← Complex.re_sum, k, Complex.re_ofReal_mul]
  calc e * m * ‖v‖ ^ 2 = ∑ t, e * ‖a t v‖ ^ 2 := by rw [← Finset.mul_sum, hn]; ring
    _ ≤ ∑ t, energy (pairH a c w) (a t v) := by
        refine Finset.sum_le_sum fun t _ => floor _ ?_
        have k := LinearMap.congr_fun (number_annihilate h t) v
        simp only [Module.End.mul_apply, LinearMap.sub_apply, hv, map_smul] at k
        rw [k, sub_smul, one_smul]
    _ = _ := hE

/-- **Hall-Post inequality for fermions.** For a two-body Hamiltonian and `m ≥ 3`, if `e` bounds
the energy of `(m-1)`-particle states from below, then every normalised `m`-particle state has
energy at least `e m / (m - 2)`. -/
theorem hall_post (h : IsCAR a c) (w : ι → ι → ι → ι → ℂ) (m : ℕ) (hm : 3 ≤ m) (e : ℝ)
    (floor : ∀ u, number a c u = ((m : ℂ) - 1) • u → e * ‖u‖ ^ 2 ≤ energy (pairH a c w) u)
    (v : V) (hv : number a c v = (m : ℂ) • v) (hv1 : ‖v‖ = 1) :
    e * m / ((m : ℝ) - 2) ≤ energy (pairH a c w) v := by
  have hm' : (3 : ℝ) ≤ m := by exact_mod_cast hm
  have k := removal_bound h w m e floor v hv
  rw [hv1] at k
  rw [div_le_iff₀ (by linarith)]
  linarith

/-- If `e` bounds the energy of `n`-particle states from below and `n ≥ 2`, then for `m ≥ n` the
energy of `m`-particle states is at least `e m (m - 1) / (n (n - 1))` per squared norm. -/
theorem hall_post_chain (h : IsCAR a c) (w : ι → ι → ι → ι → ℂ) (n : ℕ) (hn : 2 ≤ n) (e : ℝ)
    (floor : ∀ u, number a c u = (n : ℂ) • u → e * ‖u‖ ^ 2 ≤ energy (pairH a c w) u)
    (m : ℕ) (hm : n ≤ m) : ∀ v, number a c v = (m : ℂ) • v →
      e * (m * (m - 1)) / (n * (n - 1)) * ‖v‖ ^ 2 ≤ energy (pairH a c w) v := by
  have hn' : (2 : ℝ) ≤ n := by exact_mod_cast hn
  induction m, hm using Nat.le_induction with
  | base =>
    intro v hv
    have hD : (n : ℝ) * (n - 1) ≠ 0 := (mul_pos (by linarith) (by linarith)).ne'
    rw [mul_div_assoc, div_self hD, mul_one]
    exact floor v hv
  | succ m hm ih =>
    intro v hv
    have hm' : (n : ℝ) ≤ m := by exact_mod_cast hm
    have k := removal_bound h w (m + 1) (e * (m * (m - 1)) / (n * (n - 1)))
      (fun u hu => ih u (by simpa using hu)) v hv
    push_cast at k ⊢
    refine le_of_mul_le_mul_left ?_ (show (0 : ℝ) < m - 1 by linarith)
    calc _ = e * (m * (m - 1)) / (n * (n - 1)) * (m + 1) * ‖v‖ ^ 2 := by ring
      _ ≤ _ := k
      _ = _ := by ring

/-- The annihilators of three fermionic modes on the eight occupation states; the binary digits
of the index are the occupations. -/
def lower (p : Fin 3) : Module.End ℂ (EuclideanSpace ℂ (Fin 8)) where
  toFun x := WithLp.toLp 2 ((![![x 1, 0, x 3, 0, x 5, 0, x 7, 0],
    ![x 2, -x 3, 0, 0, x 6, -x 7, 0, 0],
    ![x 4, -x 5, -x 6, x 7, 0, 0, 0, 0]] : Fin 3 → Fin 8 → ℂ) p)
  map_add' x y := by
    ext i; fin_cases p <;> fin_cases i <;> simp [add_comm]
  map_smul' r x := by
    ext i; fin_cases p <;> fin_cases i <;> simp

/-- The creators of three fermionic modes on the eight occupation states. -/
def raise (p : Fin 3) : Module.End ℂ (EuclideanSpace ℂ (Fin 8)) where
  toFun x := WithLp.toLp 2 ((![![0, x 0, 0, x 2, 0, x 4, 0, x 6],
    ![0, 0, x 0, -x 1, 0, 0, x 4, -x 5],
    ![0, 0, 0, 0, x 0, -x 1, -x 2, x 3]] : Fin 3 → Fin 8 → ℂ) p)
  map_add' x y := by
    ext i; fin_cases p <;> fin_cases i <;> simp [add_comm]
  map_smul' r x := by
    ext i; fin_cases p <;> fin_cases i <;> simp

/-- The three explicit modes obey the canonical anticommutation relations, and the last
occupation state is a normalised three-particle state. -/
theorem isCAR_witness : IsCAR lower raise ∧
    number lower raise (EuclideanSpace.single 7 1) = (3 : ℂ) • EuclideanSpace.single 7 1 ∧
    ‖(EuclideanSpace.single 7 1 : EuclideanSpace ℂ (Fin 8))‖ = 1 := by
  refine ⟨⟨fun p x y => ?_, fun p q => ?_, fun p q => ?_⟩, ?_, by simp⟩
  · fin_cases p <;> simp [lower, raise, PiLp.inner_apply, Fin.sum_univ_eight]
  · refine LinearMap.ext fun x => ?_
    ext i
    fin_cases p <;> fin_cases q <;> fin_cases i <;> simp [lower]
  · refine LinearMap.ext fun x => ?_
    ext i
    fin_cases p <;> fin_cases q <;> fin_cases i <;> simp [lower, raise]
  · -- each of the three modes is occupied in the last occupation state
    have k : ∀ x : EuclideanSpace ℂ (Fin 8), x 0 = 0 → x 1 = 0 → x 2 = 0 → x 3 = 0 →
        x 4 = 0 → x 5 = 0 → x 6 = 0 → number lower raise x = (3 : ℂ) • x := by
      intro x h0 h1 h2 h3 h4 h5 h6
      have occ : ∀ p, raise p (lower p x) = x := by
        intro p
        ext i
        fin_cases p <;> fin_cases i <;> simp [lower, raise, h0, h1, h2, h3, h4, h5, h6]
      rw [number, LinearMap.sum_apply]
      simp only [Module.End.mul_apply, occ]
      rw [Fin.sum_univ_three]
      module
    exact k _ (by simp) (by simp) (by simp) (by simp) (by simp) (by simp) (by simp)

end

end FermionHallPost
```

```lean
#print axioms FermionHallPost.hall_post
-- 'FermionHallPost.hall_post' depends on axioms: [propext, Classical.choice, Quot.sound]
#print axioms FermionHallPost.hall_post_chain
-- 'FermionHallPost.hall_post_chain' depends on axioms: [propext, Classical.choice, Quot.sound]
```

### From the operator identities to the bound

`create_anticomm` is the adjoint argument above: two vectors agree if their inner products with every `y` agree. `number_annihilate` proves the relation for one mode under the name `key` and then sums it.

In `removal_identity`, `step` moves the outer operators inwards, with `hc` for the creators and `ha` for the annihilators. `term` then sums over $t$ and lowers $N$ twice. The repeated `Finset.sum_comm` only brings the sum over $t$ inside the four sums of $H$.

`removal_bound` contains the two sums over remainders, `hn` for the squared norms and `hE` for the energies. Its closing `calc` applies `floor` to each `a t v`, after checking that this vector has $m-1$ particles. `hall_post` sets the norm to one and divides.

`hall_post_chain` repeats the step by induction. A floor $e$ at $n\ge2$ particles gives, for every $m\ge n$, the floor
$$e\,\frac{m(m-1)}{n(n-1)}$$
per squared norm. For $n=2$ this is the two-particle floor times the number of pairs.

`isCAR_witness` gives a concrete system: three modes on $\mathbb C^8$, where the binary digits of the index are the occupations. It checks the relations for `lower` and `raise`, and shows that the filled state, index 7, is a normalised three-particle state.

### Linear combinations that respect operator order

The sign bookkeeping is done by `linear_combination (norm := noncomm_ring)`. The tactic `linear_combination` proves an equation by exhibiting it as a combination of known ones. By default it checks the remainder with commutative algebra, which is unavailable for operators. The option `norm := noncomm_ring` replaces that check by one that keeps factors in order.

The side on which a multiplier stands therefore matters. In `number_annihilate` the combination is `c p * h1 - h2 * a p`: the relation $a_pa_s+a_sa_p=0$ is multiplied by $c_p$ from the left, and $a_sc_p+c_pa_s=\delta_{sp}$ by $a_p$ from the right. On subtraction the term $c_pa_sa_p$ cancels, leaving
$$c_pa_pa_s-a_sc_pa_p=-\delta_{sp}a_p,$$
which is the one-mode relation derived above.

### The same count for $k$-body interactions

Let $K$ be a sum of products of $k$ creators followed by $k$ annihilators. The outer operators now pass $k$ of their own kind on each side, which gives the sign $(-1)^{2k}=1$, and $N$ is lowered $k$ times:
$$\sum_t c_tKa_t=K(N-k).$$
A floor $e$ for $m-1$ particles then becomes $e\,m/(m-k)$ for $m>k$ particles. This extension rests on the argument just given, since the Lean code treats $k=2$ alone.
